# The linear dipole response of a three-level ladder with an empty top level depends on the state only through its populations

If I read the spectrum of a pumped system by the ground-state rule, where each upward transition absorbs with a strength set by its squared dipole element, I get the lower line too strong, possibly with the wrong sign, and I miss the absorption that starts from the excited level. I also can't tell whether the line strengths depend on the relative phase that the pump left behind.

For three levels with energies E0, E1, E2, and a dipole operator X whose only nonzero elements are X₀₁ = X₁₀ = d1 and X₁₂ = X₂₁ = d2, I believe that the pumped state ψ = (a, b, 0) has the linear response

i⟨ψ, [X(t), X] ψ⟩ = 2 d1² (|a|² − |b|²) sin((E1 − E0)t) + 2 d2² |b|² sin((E2 − E1)t),

where X(t) = exp(iHt) X exp(−iHt) and H = diag(E0, E1, E2). The phases of a and b have disappeared. Can this be derived rigorously, with the true matrix exponential, and checked by machine?

## Populations on the diagonal, one coherence off it

Yes. It helps to start from a general state (a, b, c), because that shows what the empty top level removes. Units have ħ = 1. Write ω₁₀ = E1 − E0 and ω₂₁ = E2 − E1.

Since H is diagonal, exp(iHt) multiplies row j of X by exp(iEⱼt), and exp(−iHt) multiplies column k by exp(−iEₖt). Hence

Xⱼₖ(t) = exp(i(Eⱼ − Eₖ)t) Xⱼₖ.

The nonzero elements are

X₁₀(t) = d1 exp(iω₁₀t), X₀₁(t) = d1 exp(−iω₁₀t),

X₂₁(t) = d2 exp(iω₂₁t), X₁₂(t) = d2 exp(−iω₂₁t).

Let C = X(t)X − X X(t). Its diagonal elements are

C₀₀ = d1² (exp(−iω₁₀t) − exp(iω₁₀t)) = −2i d1² sin(ω₁₀t),

C₁₁ = 2i d1² sin(ω₁₀t) − 2i d2² sin(ω₂₁t),

C₂₂ = 2i d2² sin(ω₂₁t).

X changes the level by one step, so a product of two dipole operators changes it by zero or two. The only other nonzero elements therefore connect the outer levels:

C₀₂ = d1 d2 (exp(−iω₁₀t) − exp(−iω₂₁t)),

C₂₀ = d1 d2 (exp(iω₂₁t) − exp(iω₁₀t)) = −(complex conjugate of C₀₂).

Multiplied by i, the diagonal part of the expectation value gives

2 d1² (|a|² − |b|²) sin(ω₁₀t) + 2 d2² (|b|² − |c|²) sin(ω₂₁t).

With ā the complex conjugate of a, the off-diagonal part is i times a number minus its conjugate, which is −2 Im(ā c C₀₂), or

2 d1 d2 [(sin ω₁₀t − sin ω₂₁t) Re(ā c) − (cos ω₁₀t − cos ω₂₁t) Im(ā c)].

Setting c = 0 removes this term and leaves your formula. No coherence between levels 0 and 1 enters, because C₀₁ = 0.

For E0 < E1 < E2 and ω₁₀ ≠ ω₂₁, so that the two lines are distinct, a positive sine coefficient means absorption and a negative one means gain. Take |a|² + |b|² = 1. Compared with the ground state, the lower line is weakened while 0 < |b| < |a|, vanishes at equal populations and turns into gain when |b| > |a|. Subtracting the ground-state response 2 d1² sin(ω₁₀t) gives the transient signal

−4 d1² |b|² sin(ω₁₀t) + 2 d2² |b|² sin(ω₂₁t).

Half of the first term is depletion of the ground level, and half is stimulated emission from the middle one.

Here is the complete Lean file.

```lean
import Mathlib

open Matrix

namespace PumpedLadderResponse

noncomputable section

variable {n : Type*} [Fintype n] [DecidableEq n]

/-- The Hamiltonian with level energies `E`, written in its energy basis. -/
def hamiltonian (E : n → ℝ) : Matrix n n ℂ := diagonal fun j => (E j : ℂ)

/-- The Heisenberg operator `X(t) = exp(iHt) X exp(-iHt)`. -/
def heisenberg (H X : Matrix n n ℂ) (t : ℝ) : Matrix n n ℂ :=
  NormedSpace.exp ((Complex.I * t) • H) * X * NormedSpace.exp ((-(Complex.I * t)) • H)

/-- The response function `i⟨ψ, [X(t), X] ψ⟩` of the state `ψ`. -/
def response (H X : Matrix n n ℂ) (ψ : n → ℂ) (t : ℝ) : ℂ :=
  Complex.I * (star ψ ⬝ᵥ ((heisenberg H X t * X - X * heisenberg H X t) *ᵥ ψ))

/-- The dipole operator of a three-level ladder, coupling only neighbouring levels. -/
def ladderDipole (d1 d2 : ℝ) : Matrix (Fin 3) (Fin 3) ℂ :=
  !![0, (d1 : ℂ), 0; (d1 : ℂ), 0, (d2 : ℂ); 0, (d2 : ℂ), 0]

/-- The propagator of a diagonal Hamiltonian is diagonal, with one exponential per level. -/
theorem exp_smul_hamiltonian (E : n → ℝ) (z : ℂ) :
    NormedSpace.exp (z • hamiltonian E) = diagonal fun j => Complex.exp (z * E j) := by
  have h : z • hamiltonian E = diagonal (fun j => z * (E j : ℂ)) := by
    ext i j
    by_cases hij : i = j <;> simp [hamiltonian, hij]
  rw [h, Matrix.exp_diagonal]
  congr 1
  funext j
  rw [Complex.exp_eq_exp_ℂ]
  -- evaluation at one level is a continuous ring homomorphism
  exact NormedSpace.map_exp (Pi.evalRingHom (fun _ : n => ℂ) j) (continuous_apply j) _

/-- In the energy basis each matrix element of `X(t)` is that of `X` times a phase
rotating at the difference of the two level energies. -/
theorem heisenberg_apply (E : n → ℝ) (X : Matrix n n ℂ) (t : ℝ) (j k : n) :
    heisenberg (hamiltonian E) X t j k
      = Complex.exp (((E j - E k) * t : ℝ) * Complex.I) * X j k := by
  have h : Complex.exp (((E j - E k) * t : ℝ) * Complex.I)
      = Complex.exp (Complex.I * t * E j) * Complex.exp (-(Complex.I * t) * E k) := by
    rw [← Complex.exp_add]
    congr 1
    push_cast
    ring
  rw [heisenberg, exp_smul_hamiltonian, exp_smul_hamiltonian, Matrix.mul_diagonal,
    Matrix.diagonal_mul, h]
  ring

/-- The response of a three-level ladder in an arbitrary state `(a, b, c)`: two terms set by
population differences, and one set by the coherence between the outer levels. -/
theorem ladder_response (E : Fin 3 → ℝ) (d1 d2 t : ℝ) (a b c : ℂ) :
    response (hamiltonian E) (ladderDipole d1 d2) ![a, b, c] t
      = ((2 * d1 ^ 2 * (‖a‖ ^ 2 - ‖b‖ ^ 2) * Real.sin ((E 1 - E 0) * t)
        + 2 * d2 ^ 2 * (‖b‖ ^ 2 - ‖c‖ ^ 2) * Real.sin ((E 2 - E 1) * t)
        + 2 * d1 * d2 *
          ((Real.sin ((E 1 - E 0) * t) - Real.sin ((E 2 - E 1) * t)) * (star a * c).re
          - (Real.cos ((E 1 - E 0) * t) - Real.cos ((E 2 - E 1) * t)) * (star a * c).im)
          : ℝ) : ℂ) := by
  have key (x : ℝ) : Complex.exp (x * Complex.I)
      = (Real.cos x : ℂ) + (Real.sin x : ℂ) * Complex.I := by
    rw [Complex.exp_mul_I, Complex.ofReal_cos, Complex.ofReal_sin]
  have h01 : (E 0 - E 1) * t = -((E 1 - E 0) * t) := by ring
  have h12 : (E 1 - E 2) * t = -((E 2 - E 1) * t) := by ring
  have c01 : Real.cos ((E 0 - E 1) * t) = Real.cos ((E 1 - E 0) * t) := by
    rw [h01, Real.cos_neg]
  have s01 : Real.sin ((E 0 - E 1) * t) = -Real.sin ((E 1 - E 0) * t) := by
    rw [h01, Real.sin_neg]
  have c12 : Real.cos ((E 1 - E 2) * t) = Real.cos ((E 2 - E 1) * t) := by
    rw [h12, Real.cos_neg]
  have s12 : Real.sin ((E 1 - E 2) * t) = -Real.sin ((E 2 - E 1) * t) := by
    rw [h12, Real.sin_neg]
  -- the explicit Heisenberg dipole: each coupling rotates at its own transition frequency
  have hX : heisenberg (hamiltonian E) (ladderDipole d1 d2) t =
      !![0, (Real.cos ((E 1 - E 0) * t) - Real.sin ((E 1 - E 0) * t) * Complex.I) * d1, 0;
        (Real.cos ((E 1 - E 0) * t) + Real.sin ((E 1 - E 0) * t) * Complex.I) * d1, 0,
        (Real.cos ((E 2 - E 1) * t) - Real.sin ((E 2 - E 1) * t) * Complex.I) * d2;
        0, (Real.cos ((E 2 - E 1) * t) + Real.sin ((E 2 - E 1) * t) * Complex.I) * d2, 0] := by
    ext i j
    rw [heisenberg_apply, key]
    fin_cases i <;> fin_cases j <;>
      simp [ladderDipole, c01, s01, c12, s12, -Complex.ofReal_cos, -Complex.ofReal_sin] <;>
      (try left) <;> ring
  rw [response, hX]
  generalize Real.cos ((E 1 - E 0) * t) = p
  generalize Real.sin ((E 1 - E 0) * t) = q
  generalize Real.cos ((E 2 - E 1) * t) = r
  generalize Real.sin ((E 2 - E 1) * t) = s
  -- expand the commutator and compare real and imaginary parts
  apply Complex.ext <;>
    simp only [Complex.ofReal_re, Complex.ofReal_im, Complex.sq_norm, Complex.normSq_apply] <;>
    simp [ladderDipole, Matrix.mulVec, dotProduct, Fin.sum_univ_three] <;>
    ring

/-- The response of the pumped state `(a, b, 0)`: the lower transition weighted by the population
difference, plus the upper transition weighted by the middle population. -/
theorem pumped_response (E : Fin 3 → ℝ) (d1 d2 t : ℝ) (a b : ℂ) :
    response (hamiltonian E) (ladderDipole d1 d2) ![a, b, 0] t
      = ((2 * d1 ^ 2 * (‖a‖ ^ 2 - ‖b‖ ^ 2) * Real.sin ((E 1 - E 0) * t)
        + 2 * d2 ^ 2 * ‖b‖ ^ 2 * Real.sin ((E 2 - E 1) * t) : ℝ) : ℂ) := by
  rw [ladder_response]
  congr 1
  simp only [mul_zero, Complex.zero_re, Complex.zero_im, norm_zero]
  ring

/-- Changing the phases of the two amplitudes of the pumped state leaves its response
unchanged. -/
theorem pumped_response_phase_independent (E : Fin 3 → ℝ) (d1 d2 t : ℝ) (a b u v : ℂ)
    (hu : ‖u‖ = 1) (hv : ‖v‖ = 1) :
    response (hamiltonian E) (ladderDipole d1 d2) ![u * a, v * b, 0] t
      = response (hamiltonian E) (ladderDipole d1 d2) ![a, b, 0] t := by
  rw [pumped_response, pumped_response, norm_mul, norm_mul, hu, hv, one_mul, one_mul]

/-- The transient signal, pumped minus unpumped response, for a normalised pumped state: both the
change at the lower transition and the term at the upper one scale with `|b|²`. -/
theorem transient_signal (E : Fin 3 → ℝ) (d1 d2 t : ℝ) (a b : ℂ)
    (hab : ‖a‖ ^ 2 + ‖b‖ ^ 2 = 1) :
    response (hamiltonian E) (ladderDipole d1 d2) ![a, b, 0] t
        - response (hamiltonian E) (ladderDipole d1 d2) ![1, 0, 0] t
      = ((‖b‖ ^ 2 * (2 * d2 ^ 2 * Real.sin ((E 2 - E 1) * t)
        - 4 * d1 ^ 2 * Real.sin ((E 1 - E 0) * t)) : ℝ) : ℂ) := by
  have ha : ‖a‖ ^ 2 = 1 - ‖b‖ ^ 2 := by linarith
  rw [pumped_response, pumped_response, ← Complex.ofReal_sub]
  congr 1
  rw [ha]
  simp only [norm_one, norm_zero]
  ring

/-- For equally spaced levels the response of every state `(a, b, c)` depends only on the
populations. -/
theorem equally_spaced_response (E : Fin 3 → ℝ) (d1 d2 t : ℝ) (a b c : ℂ)
    (h : E 2 - E 1 = E 1 - E 0) :
    response (hamiltonian E) (ladderDipole d1 d2) ![a, b, c] t
      = ((2 * (d1 ^ 2 * (‖a‖ ^ 2 - ‖b‖ ^ 2) + d2 ^ 2 * (‖b‖ ^ 2 - ‖c‖ ^ 2))
        * Real.sin ((E 1 - E 0) * t) : ℝ) : ℂ) := by
  rw [ladder_response, h]
  congr 1
  ring

/-- With energies 0, 1, 3 and unit dipoles, the unnormalised states `(1, 0, i)` and
`(1, 0, -i)` have equal populations but responses 4 and -4 at time `π`. -/
theorem top_level_phase_matters :
    response (hamiltonian ![0, 1, 3]) (ladderDipole 1 1) ![1, 0, Complex.I] Real.pi = 4 ∧
    response (hamiltonian ![0, 1, 3]) (ladderDipole 1 1) ![1, 0, -Complex.I] Real.pi = -4 := by
  have h1 : ((![0, 1, 3] : Fin 3 → ℝ) 1 - (![0, 1, 3] : Fin 3 → ℝ) 0) * Real.pi
      = Real.pi := by simp
  have h2 : ((![0, 1, 3] : Fin 3 → ℝ) 2 - (![0, 1, 3] : Fin 3 → ℝ) 1) * Real.pi
      = 2 * Real.pi := by
    simp
    ring
  constructor <;>
    rw [ladder_response, h1, h2, Real.sin_pi, Real.sin_two_pi, Real.cos_pi,
      Real.cos_two_pi] <;>
    norm_num

end

end PumpedLadderResponse
```

```lean
#print axioms PumpedLadderResponse.ladder_response
-- 'PumpedLadderResponse.ladder_response' depends on axioms: [propext, Classical.choice, Quot.sound]
#print axioms PumpedLadderResponse.pumped_response_phase_independent
-- 'PumpedLadderResponse.pumped_response_phase_independent' depends on axioms: [propext, Classical.choice, Quot.sound]
#print axioms PumpedLadderResponse.equally_spaced_response
-- 'PumpedLadderResponse.equally_spaced_response' depends on axioms: [propext, Classical.choice, Quot.sound]
#print axioms PumpedLadderResponse.top_level_phase_matters
-- 'PumpedLadderResponse.top_level_phase_matters' depends on axioms: [propext, Classical.choice, Quot.sound]
```

## What the definitions and theorems say

`hamiltonian E` is the diagonal matrix with real energies `E`, for any finite set of levels. `heisenberg H X t` is X(t), built with the matrix exponential `NormedSpace.exp`. `response H X ψ t` is i⟨ψ, [X(t), X] ψ⟩, with the amplitudes on the left conjugated by `star`. The sign belongs to a kick that turns ψ into exp(iκX)ψ at time zero: to first order in κ, the kick changes the expectation value of X at time t by κ times the response.

`ladderDipole d1 d2` is the real symmetric dipole matrix. Its zeros are physical assumptions: no permanent dipoles, and no direct transition between levels 0 and 2.

`ladder_response` is the formula for (a, b, c), and `pumped_response` is the one you asked for. The response is defined as a complex number, while the right-hand side is a real number regarded as complex, so the equality also says that the imaginary part is zero. Neither theorem needs a normalised state, ordered energies or positive t. The words absorption and gain do need the ordering, and a causal response uses only t ≥ 0.

`pumped_response_phase_independent` multiplies a and b by separate factors `u` and `v` of modulus one and finds the same response. `transient_signal` is the difference from the ground state `![1, 0, 0]`, under the normalisation hypothesis `hab`.

Two further theorems concern an occupied top level. In `equally_spaced_response` the hypothesis `h` makes the two transition frequencies equal, and then only populations matter for every state. Without equal spacing this can fail: `top_level_phase_matters` takes energies 0, 1, 3 and unit dipoles, and finds responses 4 and −4 at t = π for (1, 0, i) and (1, 0, −i). For the normalised states, divided by √2, the values are 2 and −2.

In real-time simulations of pump–probe spectra, the formula gives reference line strengths for a fixed, undamped three-level Hamiltonian probed to first order. The dipole of a run without the probe kick has to be subtracted first: a superposition of levels 0 and 1 already oscillates at ω₁₀ by itself, and that oscillation does depend on the relative phase of a and b. Free evolution between pump and probe changes only the phases of a and b, so in this model the response doesn't depend on the delay. A density-dependent Kohn–Sham Hamiltonian, damping, and overlap of the pump and probe pulses are not covered.

## From the diagonal exponential to a polynomial identity

`exp_smul_hamiltonian` shows that the exponential of a multiple of H is diagonal, with an ordinary complex exponential for each level. `Matrix.exp_diagonal` moves the exponential onto the list of diagonal entries. Evaluation at one level is a continuous ring homomorphism, so it commutes with the exponential, and this gives the entry for that level.

`heisenberg_apply` is the rule for Xⱼₖ(t). The lemmas `Matrix.mul_diagonal` and `Matrix.diagonal_mul` carry out the column and row multiplications, and `Complex.exp_add` combines the two phases into one at the energy difference.

The main work is in `ladder_response`. The local statement `key` is Euler's formula, and `c01`, `s01`, `c12` and `s12` use the parity of cosine and sine to express everything through ω₁₀ and ω₂₁. Then `hX` writes out X(t) as an explicit matrix, checked entry by entry with `fin_cases`.

Next, `generalize` replaces the two cosines and two sines by independent real variables `p`, `q`, `r`, `s`. This is possible because the derivation, once X(t) is known, uses no trigonometric identity. `Complex.ext` splits the claim into real and imaginary parts, `simp` expands the matrix products and sums, and `ring` confirms the resulting polynomial identities. This does in one step what the elements of C did above.

The remaining proofs are short. `pumped_response` sets c = 0. Phase independence follows because the modulus of a product is the product of the moduli. `transient_signal` replaces |a|² by 1 − |b|². For equal spacing, rewriting with `h` makes both differences in the coherence term vanish. The numerical example inserts the sines and cosines of π and 2π into the general formula, where only the cosine difference survives.
